# A light-cone bound for non-interacting fermions on a finite nearest-neighbour chain

On two sites, 0 and 1, joined only by a hopping amplitude J > 0, the Heisenberg annihilation operator a_0(t) satisfies {a_0(t), a_1†} = −i sin(Jt) (with ħ = 1): it is zero at t = 0 and appears at first order in t, since one hop is needed to join the sites. For non-interacting fermions on a longer chain with nearest-neighbour hopping, sites k apart need k hops, and the Lean code below turns this into the bound exp(Jt) (Jt)^k / k! on the modulus of the corresponding anticommutator for t ≥ 0, where J now bounds the operator norm of the hopping matrix.

```lean
import Mathlib

open Matrix Complex
open scoped Matrix.Norms.L2Operator

namespace FreeFermionLightCone

noncomputable section

/-- The commutator `[A, B]`. -/
def comm {R : Type*} [Ring R] (A B : R) : R := A * B - B * A

/-- The anticommutator `{A, B}`. -/
def anticomm {R : Type*} [Ring R] (A B : R) : R := A * B + B * A

variable {M : ℕ} {n : Type*} [Fintype n] [DecidableEq n]

/-- The canonical anticommutation relations for annihilation matrices `a p`, whose adjoints
are the creation matrices. -/
structure IsCAR (a : Fin M → Matrix n n ℂ) : Prop where
  pair : ∀ p q, anticomm (a p) (a q) = 0
  mixed : ∀ p q, anticomm (a p) (a q)ᴴ = if p = q then 1 else 0

/-- The free-fermion Hamiltonian `H = ∑ h_pq a_p† a_q`. -/
def hopping (h : Matrix (Fin M) (Fin M) ℂ) (a : Fin M → Matrix n n ℂ) : Matrix n n ℂ :=
  ∑ p, ∑ q, h p q • ((a p)ᴴ * a q)

/-- The Heisenberg evolution `exp(itH) A exp(-itH)`. -/
def heisenberg (H A : Matrix n n ℂ) (t : ℝ) : Matrix n n ℂ :=
  NormedSpace.exp ((I * t) • H) * A * NormedSpace.exp (-((I * t) • H))

/-- The distance `|p - q|` between two sites of the chain. -/
def sep (p q : Fin M) : ℕ := ((p : ℤ) - (q : ℤ)).natAbs

/-- In a complex Banach algebra, `exp(X) A exp(-X)` is the sum of the `m`-fold nested
commutators `[X, [X, ... A]]`, weighted by `1 / m!`. -/
theorem nested_commutator_series {𝔸 : Type*} [NormedRing 𝔸] [NormedAlgebra ℂ 𝔸]
    [CompleteSpace 𝔸] (X A : 𝔸) :
    HasSum (fun m : ℕ => (m.factorial : ℂ)⁻¹ • (comm X)^[m] A)
      (NormedSpace.exp X * A * NormedSpace.exp (-X)) := by
  have ev : ∀ (T : 𝔸 →L[ℂ] 𝔸) (B : 𝔸),
      HasSum (fun m : ℕ => (m.factorial : ℂ)⁻¹ • (T ^ m) B) (NormedSpace.exp T B) := by
    intro T B
    have h := NormedSpace.exp_series_hasSum_exp' (𝕂 := ℂ) T
    have h' := (ContinuousLinearMap.apply ℂ 𝔸 B).hasSum h
    simpa only [map_smul, ContinuousLinearMap.apply_apply,
      _root_.smul_apply] using h'
  let : NormedAlgebra ℚ (𝔸 →L[ℂ] 𝔸) := NormedAlgebra.restrictScalars ℚ ℂ _
  -- left and right multiplication commute, so their exponentials factorise
  let L : 𝔸 →L[ℂ] 𝔸 := ContinuousLinearMap.mul ℂ 𝔸 X
  let R : 𝔸 →L[ℂ] 𝔸 := (ContinuousLinearMap.mul ℂ 𝔸).flip (-X)
  have hL : ∀ (m : ℕ) (B : 𝔸), (L ^ m) B = X ^ m * B := by
    intro m B
    induction m with
    | zero => simp
    | succ m ih => rw [pow_succ', pow_succ', mul_assoc, ← ih]; rfl
  have hR : ∀ (m : ℕ) (B : 𝔸), (R ^ m) B = B * (-X) ^ m := by
    intro m B
    induction m with
    | zero => simp
    | succ m ih => rw [pow_succ', pow_succ, ← mul_assoc, ← ih]; rfl
  have hD : ∀ m : ℕ, ((L + R) ^ m) A = (comm X)^[m] A := by
    intro m
    induction m with
    | zero => simp
    | succ m ih =>
      rw [pow_succ', Function.iterate_succ_apply', ← ih, comm, sub_eq_add_neg, ← mul_neg]
      rfl
  have eL : ∀ B, NormedSpace.exp L B = NormedSpace.exp X * B := fun B =>
    (ev L B).unique (by simpa only [hL, smul_mul_assoc] using
      (NormedSpace.exp_series_hasSum_exp' (𝕂 := ℂ) X).mul_right B)
  have eR : ∀ B, NormedSpace.exp R B = B * NormedSpace.exp (-X) := fun B =>
    (ev R B).unique (by simpa only [hR, mul_smul_comm] using
      (NormedSpace.exp_series_hasSum_exp' (𝕂 := ℂ) (-X)).mul_left B)
  have hc : Commute L R := by
    refine ContinuousLinearMap.ext fun B => ?_
    change X * (B * (-X)) = (X * B) * (-X)
    rw [mul_assoc]
  have e : NormedSpace.exp (L + R) A = NormedSpace.exp X * A * NormedSpace.exp (-X) := by
    rw [NormedSpace.exp_add_of_commute hc]
    change NormedSpace.exp L (NormedSpace.exp R A) = _
    rw [eR, eL, mul_assoc]
  have hs := ev (L + R) A
  rw [e] at hs
  simpa only [hD] using hs

/-- For fermions obeying the canonical anticommutation relations, `[H, a_p] = -∑ h_pq a_q`. -/
theorem comm_hopping {a : Fin M → Matrix n n ℂ} (hc : IsCAR a)
    (h : Matrix (Fin M) (Fin M) ℂ) (p : Fin M) :
    comm (hopping h a) (a p) = -∑ q, h p q • a q := by
  have key : ∀ r q, (a r)ᴴ * a q * a p - a p * ((a r)ᴴ * a q)
      = -(if p = r then a q else 0) := by
    intro r q
    have h1 : a q * a p + a p * a q = 0 := hc.pair q p
    have h2 : a p * (a r)ᴴ + (a r)ᴴ * a p = if p = r then 1 else 0 := hc.mixed p r
    calc _ = (a r)ᴴ * (a q * a p + a p * a q) - (a p * (a r)ᴴ + (a r)ᴴ * a p) * a q := by
          noncomm_ring
      _ = _ := by rw [h1, h2]; split_ifs <;> simp
  simp only [comm, hopping, Finset.sum_mul, Finset.mul_sum, ← Finset.sum_sub_distrib,
    smul_mul_assoc, mul_smul_comm, ← smul_sub, key]
  rw [Finset.sum_eq_single p]
  · simp
  · intro r _ hr
    simp [hr.symm]
  · simp

/-- For fermions obeying the canonical anticommutation relations, the `m`-fold commutator of
`H` with `a_p` has the anticommutator `((-h)^m)_pq` with `a_q†`. -/
theorem anticomm_nested {a : Fin M → Matrix n n ℂ} (hc : IsCAR a)
    (h : Matrix (Fin M) (Fin M) ℂ) (p q : Fin M) (m : ℕ) :
    anticomm ((comm (hopping h a))^[m] (a p)) (a q)ᴴ
      = ((-h) ^ m) p q • (1 : Matrix n n ℂ) := by
  have nest : (comm (hopping h a))^[m] (a p) = ∑ r, ((-h) ^ m) p r • a r := by
    induction m with
    | zero => simp [Matrix.one_apply]
    | succ m ih =>
      have lin : comm (hopping h a) (∑ r, ((-h) ^ m) p r • a r)
          = ∑ r, ((-h) ^ m) p r • comm (hopping h a) (a r) := by
        simp only [comm, mul_smul_comm, smul_mul_assoc, Finset.mul_sum, Finset.sum_mul,
          smul_sub, Finset.sum_sub_distrib]
      rw [Function.iterate_succ_apply', ih, lin]
      simp only [comm_hopping hc, pow_succ, Matrix.mul_apply, Matrix.neg_apply, mul_neg,
        neg_smul, smul_neg, Finset.sum_neg_distrib, Finset.sum_smul, Finset.smul_sum, smul_smul]
      rw [Finset.sum_comm]
  have lin : anticomm (∑ r, ((-h) ^ m) p r • a r) (a q)ᴴ
      = ∑ r, ((-h) ^ m) p r • anticomm (a r) (a q)ᴴ := by
    simp only [anticomm, mul_smul_comm, smul_mul_assoc, Finset.mul_sum, Finset.sum_mul,
      smul_add, Finset.sum_add_distrib]
  rw [nest, lin]
  simp [hc.mixed]

/-- If `h` couples only sites at distance at most one, `m` hops cannot connect sites
further apart than `m`. -/
theorem pow_eq_zero_of_lt_sep {h : Matrix (Fin M) (Fin M) ℂ}
    (hband : ∀ p q, 1 < sep p q → h p q = 0) (m : ℕ) (p q : Fin M) (hm : m < sep p q) :
    (h ^ m) p q = 0 := by
  induction m generalizing q with
  | zero =>
    have hpq : p ≠ q := by
      rintro rfl
      simp [sep] at hm
    simp [hpq]
  | succ m ih =>
    rw [pow_succ, Matrix.mul_apply]
    refine Finset.sum_eq_zero fun r _ => ?_
    by_cases hr : m < sep p r
    · rw [ih r hr, zero_mul]
    · rw [hband r q (by unfold sep at *; omega), mul_zero]

/-- If `h` has operator norm at most `J`, every entry of `h^m` has modulus at most `J^m`. -/
theorem norm_pow_entry_le {h : Matrix (Fin M) (Fin M) ℂ} {J : ℝ} (hJ : ‖h‖ ≤ J)
    (m : ℕ) (p q : Fin M) : ‖(h ^ m) p q‖ ≤ J ^ m := by
  have entry : ∀ A : Matrix (Fin M) (Fin M) ℂ, ‖A p q‖ ≤ ‖A‖ := fun A => calc
    ‖A p q‖ = ‖(WithLp.toLp 2 (A *ᵥ Pi.single q (1 : ℂ)) : EuclideanSpace ℂ (Fin M)) p‖ := by
        simp
    _ ≤ ‖(WithLp.toLp 2 (A *ᵥ Pi.single q (1 : ℂ)) : EuclideanSpace ℂ (Fin M))‖ :=
        PiLp.norm_apply_le _ p
    _ ≤ ‖A‖ * ‖EuclideanSpace.single q (1 : ℂ)‖ :=
        Matrix.l2_opNorm_mulVec A (EuclideanSpace.single q (1 : ℂ))
    _ = ‖A‖ := by simp
  rcases Nat.eq_zero_or_pos m with rfl | hm
  · rw [pow_zero, pow_zero, Matrix.one_apply]
    split_ifs <;> simp
  · exact (entry _).trans ((norm_pow_le' h hm).trans (pow_le_pow_left₀ (norm_nonneg h) hJ m))

/-- A series that starts at order `k` and has terms bounded by `x^m / m!`, with `x ≥ 0`,
converges to a number of modulus at most `exp(x) x^k / k!`. -/
theorem tail_bound {f : ℕ → ℂ} {x : ℝ} {k : ℕ} (hx : 0 ≤ x) (h0 : ∀ m < k, f m = 0)
    (hf : ∀ m, ‖f m‖ ≤ x ^ m / (m.factorial : ℝ)) :
    Summable f ∧ ‖∑' m, f m‖ ≤ Real.exp x * x ^ k / (k.factorial : ℝ) := by
  have hg : HasSum (fun m : ℕ => x ^ k / (k.factorial : ℝ) * ((m.factorial : ℝ)⁻¹ • x ^ m))
      (x ^ k / (k.factorial : ℝ) * Real.exp x) := by
    rw [Real.exp_eq_exp_ℝ]
    exact (NormedSpace.exp_series_hasSum_exp' (𝕂 := ℝ) x).mul_left _
  have hb : ∀ m, ‖f (m + k)‖
      ≤ x ^ k / (k.factorial : ℝ) * ((m.factorial : ℝ)⁻¹ • x ^ m) := by
    intro m
    have hfac : (m.factorial : ℝ) * (k.factorial : ℝ) ≤ ((m + k).factorial : ℝ) := by
      exact_mod_cast Nat.le_of_dvd (Nat.factorial_pos _)
        (Nat.factorial_mul_factorial_dvd_factorial_add m k)
    calc ‖f (m + k)‖ ≤ x ^ (m + k) / ((m + k).factorial : ℝ) := hf _
      _ ≤ x ^ (m + k) / ((m.factorial : ℝ) * (k.factorial : ℝ)) :=
          div_le_div_of_nonneg_left (by positivity) (by positivity) hfac
      _ = _ := by rw [smul_eq_mul, pow_add]; field_simp
  have hs : Summable f :=
    (summable_nat_add_iff k).1 (Summable.of_norm_bounded hg.summable hb)
  refine ⟨hs, ?_⟩
  rw [← hs.sum_add_tsum_nat_add k,
    Finset.sum_eq_zero (fun m hm => h0 m (Finset.mem_range.1 hm)), zero_add]
  exact (tsum_of_norm_bounded hg hb).trans_eq (by ring)

/-- Free-fermion light cone: for fermions obeying the canonical anticommutation relations,
nearest-neighbour `h` of operator norm at most `J` and `t ≥ 0`, the anticommutator
`{a_p(t), a_q†}` is a scalar of modulus at most `exp(Jt) (Jt)^k / k!`, where `k = |p - q|`. -/
theorem light_cone {a : Fin M → Matrix n n ℂ} (hc : IsCAR a)
    {h : Matrix (Fin M) (Fin M) ℂ} (hband : ∀ p q, 1 < sep p q → h p q = 0)
    {J t : ℝ} (hJ : ‖h‖ ≤ J) (ht : 0 ≤ t) (p q : Fin M) :
    ∃ g : ℂ, anticomm (heisenberg (hopping h a) (a p) t) (a q)ᴴ = g • 1 ∧
      ‖g‖ ≤ Real.exp (J * t) * (J * t) ^ sep p q / ((sep p q).factorial : ℝ) := by
  have : CompleteSpace (Matrix n n ℂ) := FiniteDimensional.complete ℂ _
  have hK : ‖-((I * t) • h)‖ ≤ J * t := by
    rw [norm_neg, norm_smul, norm_mul, Complex.norm_I, one_mul, Complex.norm_real,
      Real.norm_of_nonneg ht, mul_comm]
    exact mul_le_mul_of_nonneg_right hJ ht
  let f : ℕ → ℂ := fun m => (m.factorial : ℂ)⁻¹ * ((-((I * t) • h)) ^ m) p q
  -- orders below the distance vanish, the others are bounded by the norm of `h`
  have h0 : ∀ m < sep p q, f m = 0 := fun m hm => by
    simp only [f]
    rw [pow_eq_zero_of_lt_sep (fun r s hrs => by simp [hband r s hrs]) m p q hm, mul_zero]
  have hf : ∀ m, ‖f m‖ ≤ (J * t) ^ m / (m.factorial : ℝ) := fun m => by
    simp only [f, norm_mul, norm_inv, Complex.norm_natCast, div_eq_inv_mul]
    exact mul_le_mul_of_nonneg_left (norm_pow_entry_le hK m p q) (by positivity)
  obtain ⟨hs, hb⟩ := tail_bound (mul_nonneg ((norm_nonneg h).trans hJ) ht) h0 hf
  refine ⟨∑' m, f m, ?_, hb⟩
  have hX : (I * t) • hopping h a = hopping ((I * t) • h) a := by
    simp only [hopping, Finset.smul_sum, smul_smul, Matrix.smul_apply, smul_eq_mul]
  have S := nested_commutator_series (hopping ((I * t) • h) a) (a p)
  have h1 : HasSum (fun m : ℕ => (m.factorial : ℂ)⁻¹ •
      anticomm ((comm (hopping ((I * t) • h) a))^[m] (a p)) (a q)ᴴ)
      (anticomm (heisenberg (hopping h a) (a p) t) (a q)ᴴ) := by
    simpa only [anticomm, heisenberg, hX, smul_add, smul_mul_assoc, mul_smul_comm] using
      (S.mul_right (a q)ᴴ).add (S.mul_left (a q)ᴴ)
  simp only [anticomm_nested hc, smul_smul] at h1
  exact h1.unique (hs.hasSum.smul_const (1 : Matrix n n ℂ))

/-- The Jordan–Wigner matrices of two sites satisfy the canonical anticommutation
relations. -/
theorem isCAR_witness :
    IsCAR (![!![0, 0, 1, 0; 0, 0, 0, 1; 0, 0, 0, 0; 0, 0, 0, 0],
      !![0, 1, 0, 0; 0, 0, 0, 0; 0, 0, 0, -1; 0, 0, 0, 0]] :
        Fin 2 → Matrix (Fin 4) (Fin 4) ℂ) := by
  constructor <;> intro p q <;> ext i j <;>
    simp only [anticomm, Matrix.add_apply, Matrix.mul_apply, Matrix.conjTranspose_apply,
      Fin.sum_univ_four] <;>
    fin_cases p <;> fin_cases q <;> fin_cases i <;> fin_cases j <;> simp

end

end FreeFermionLightCone
```

```lean
#print axioms FreeFermionLightCone.light_cone
```

```
'FreeFermionLightCone.light_cone' depends on axioms: [propext, Classical.choice, Quot.sound]
```

## What `light_cone` states

The chain has M sites, labelled by `Fin M` and so counted from 0. The annihilation operators are finite complex square matrices `a p`, and the creation operator a_p† is the conjugate transpose `(a p)ᴴ`. The hypothesis `IsCAR a` contains the canonical anticommutation relations

{a_p, a_q} = 0,  {a_p, a_q†} = δ_pq 1,

which express Fermi statistics. The Hamiltonian `hopping h a` is

H = ∑_pq h_pq a_p† a_q,

and `heisenberg` defines a_p(t) = exp(itH) a_p exp(−itH).

The distance `sep p q` is k = |p − q|. The hypothesis `hband` says that h_pq = 0 whenever k > 1, so on-site energies and nearest-neighbour hopping are allowed. The chain is open: for M > 2 no bond joins its two ends. The constant J is any upper bound on the L2 operator norm of h, its largest singular value. It is an energy scale for the whole matrix and not the amplitude of one hop; for uniform hopping without on-site terms on three or more sites, the norm lies between one and two times that amplitude.

For every t ≥ 0 and all sites p and q, the theorem gives a complex number g with

{a_p(t), a_q†} = g 1,  |g| ≤ exp(Jt) (Jt)^k / k!.

Hermiticity of h is not assumed. The physical case, in which h is Hermitian and the evolution unitary, is included.

## The spreading of one fermion

For Hermitian h and t > 0, −ig is the retarded one-particle Green's function of this finite, non-interacting chain. The bound therefore limits the amplitude for a fermion created at q in an otherwise empty chain to be found at p after time t. At fixed t the factorial makes the bound fall faster than exponentially at large k. The light cone follows from k! ≥ (k/e)^k: wherever k ≥ 4Jt, the bound is at most 0.88^k, so it decays at least exponentially with distance. The cone is not sharp, since the amplitude outside it is generally not zero. Its slope 4J comes from the estimate and is not the speed of the fermion: on a long uniform chain with hopping amplitude τ > 0, the largest group velocity is 2τ sites per unit time, while J has to be close to 2τ or larger.

Electrons in a real wire also interact with each other, hop beyond nearest neighbours and couple to their surroundings. The theorem covers none of these effects, so it applies to a wire only as far as the nearest-neighbour, non-interacting model does.

## From commutators to powers of h

The relations reduce the many-body commutator to a one-body expression. For one term of H,

[a_r† a_q, a_p] = a_r† {a_q, a_p} − {a_p, a_r†} a_q = −δ_pr a_q.

Summing with the weights h_rq gives

[H, a_p] = −∑_q h_pq a_q.

This is `comm_hopping`: `noncomm_ring` checks the regrouping, and `Finset.sum_eq_single` keeps the term r = p.

Write ad_H(A) = [H, A]. Repeating the commutator m times gives

ad_H^m(a_p) = ∑_r ((−h)^m)_pr a_r,

because one more commutator replaces each a_r by −∑_q h_rq a_q, which is multiplication by one more factor −h. Taking the anticommutator with a_q† leaves

{ad_H^m(a_p), a_q†} = ((−h)^m)_pq 1.

In `anticomm_nested` the first formula is the induction called `nest`, and the second follows by linearity.

## Summing the time evolution

The nested commutators enter through

exp(X) A exp(−X) = ∑_m (1/m!) ad_X^m(A).

To derive it, let L multiply by X from the left and let R multiply by −X from the right. These maps commute, and L + R = ad_X. Hence exp(L + R) = exp(L) exp(R), which sends A to exp(X) A exp(−X). `nested_commutator_series` follows this argument: `hc` is the commutation, `eL` and `eR` evaluate the two exponentials, and `hD` identifies the powers of L + R with nested commutators.

With X = itH,

g = ∑_m ((−it)^m / m!) (h^m)_pq.

In `light_cone` the factor it is absorbed into the hopping matrix by `hX`, so that `anticomm_nested` applies to the matrix ith. The two-site result in the opening is this series for h_01 = h_10 = J with zero diagonal.

## Missing orders and the remaining tail

Each factor of h moves the fermion by at most one site, so (h^m)_pq = 0 for m < k. The induction in `pow_eq_zero_of_lt_sep` uses

(h^(m+1))_pq = ∑_r (h^m)_pr h_rq,  with m + 1 < |p − q|.

If |p − r| > m, the first factor vanishes by the induction hypothesis. Otherwise |r − q| ≥ |p − q| − |p − r| > 1, and the second factor vanishes by `hband`; `omega` does this distance arithmetic.

For the other orders, (h^m)_pq is component p of h^m applied to the unit vector at q. Its modulus is at most ‖h^m‖ ≤ J^m for m ≥ 1, while for m = 0 the entry is 0 or 1. This is `norm_pow_entry_le`.

Setting m = k + j and using (k + j)! ≥ k! j! gives

|g| ≤ ∑_{j≥0} (Jt)^(k+j) / (k + j)!
  ≤ ((Jt)^k / k!) ∑_{j≥0} (Jt)^j / j!
  = exp(Jt) (Jt)^k / k!.

`tail_bound` proves this estimate together with convergence. The last line of `light_cone` identifies the sum with the anticommutator, because a convergent series has only one limit.

Finally, `isCAR_witness` checks entry by entry that the explicit 4 × 4 Jordan–Wigner matrices for two sites satisfy `IsCAR`. The −1 in the second matrix is the sign for passing an occupied site 0.
